# The one-loop Pauli–Villars mass shift of the electron at large cutoff

The integral $\int_0^\infty \frac{s}{(s+1)^2}\,ds$ diverges logarithmically. Subtract the same integrand with $1$ replaced by $b\ge 1$, and the difference has a finite integral:

$$\int_0^\infty\left[\frac{s}{(s+1)^2}-\frac{s}{(s+b)^2}\right]ds=\ln b .$$

The divergence has become a logarithm of the scale $b$. The same happens when an electron emits and reabsorbs a virtual photon. This process shifts the electron's mass by an amount that diverges at high loop momentum. Pauli–Villars regularization subtracts the contribution of a fictitious heavy photon of mass $\Lambda$, which suppresses loop momenta well above $\Lambda$. For an electron of mass $m>0$ and fine-structure constant $\alpha$, with $\hbar=c=1$, the one-loop shift then satisfies

$$\delta m(\Lambda)-\frac{3\alpha}{4\pi}\,m\left[\ln\frac{\Lambda^2}{m^2}+\frac12\right]\longrightarrow 0\qquad(\Lambda\to\infty).$$

```lean
import Mathlib

open MeasureTheory Filter Set Topology

noncomputable section

namespace ElectronSelfEnergy
```

## From the loop to one dimensionless integral

Combine the electron and photon propagators with a Feynman parameter $x$ and shift the loop momentum. For an on-shell electron and a photon of mass $M$, the denominator after Wick rotation is $(s+\Delta_M(x))^2$, where $s$ is the squared Euclidean loop momentum and

$$\Delta_M(x)=(1-x)^2m^2+xM^2 .$$

```lean
/-- The momentum-independent term `Δ` in the Feynman denominator `(s + Δ) ^ 2` of the one-loop
self-energy, for an on-shell electron of mass `m` and a photon of mass `M`, at Feynman parameter
`x`. -/
def feynmanDelta (m M x : ℝ) : ℝ := (1 - x) ^ 2 * m ^ 2 + x * M ^ 2
```

After Wick rotation the integrand depends on the loop momentum only through $s$, and integrating over the angles leaves the measure $s\,ds$ up to a constant. In Feynman gauge the Dirac algebra leaves, again up to a constant, $2m-x\,\gamma\cdot p$, where $p$ is the electron's four-momentum and $\gamma$ stands for the Dirac matrices. Acting on the spinor of an on-shell electron, this is $(2-x)m$. Hence

$$\delta m(\Lambda)=\frac{\alpha}{2\pi}\,m\int_0^1(2-x)\int_0^\infty\left[\frac{s}{(s+\Delta_0)^2}-\frac{s}{(s+\Delta_\Lambda)^2}\right]ds\,dx .$$

The code takes this double integral as the definition `massShift`; the reduction of the Feynman diagram to it is assumed, not derived. In the code, `Ioi 0` is the half-line $(0,\infty)$ and `Real.log` is the natural logarithm.

```lean
/-- The one-loop mass shift with a Pauli-Villars photon of mass `Λ`: the integral over the
Feynman parameter `x` and the squared Euclidean loop momentum `s`. The denominators are
nonzero for `m ≠ 0`, `0 ≤ x < 1` and `s > 0`. -/
def massShift (α m Λ : ℝ) : ℝ :=
  α / (2 * Real.pi) * m * ∫ x in (0 : ℝ)..1, (2 - x) *
    ∫ s in Ioi (0 : ℝ), (s / (s + feynmanDelta m 0 x) ^ 2 - s / (s + feynmanDelta m Λ x) ^ 2)
```

The inner integral will turn out to be a logarithm, and the shift will depend on the cutoff only through $L=\Lambda^2/m^2$, by way of

$$I(L)=\int_0^1(2-x)\ln\left(1+\frac{xL}{(1-x)^2}\right)dx .$$

```lean
/-- The dimensionless self-energy integral as a function of `L`, the squared ratio of cutoff
to electron mass. The integrand is meant for `0 < x < 1`. -/
def selfEnergyIntegral (L : ℝ) : ℝ :=
  ∫ x in (0 : ℝ)..1, (2 - x) * Real.log (1 + x * L / (1 - x) ^ 2)
```

For the inner integral, let $0<a\le b$ and $F_c(s)=\ln(s+c)+\frac{c}{s+c}$. Then

$$F_c'(s)=\frac{1}{s+c}-\frac{c}{(s+c)^2}=\frac{s}{(s+c)^2},$$

$$F_a(s)-F_b(s)=\ln\left(1+\frac{a-b}{s+b}\right)+\frac{a}{s+a}-\frac{b}{s+b}\longrightarrow 0\qquad(s\to\infty).$$

At $s=0$ the difference is $\ln a-\ln b$, so the integral is $\ln(b/a)$. In the proof, `hd` is the derivative and `hlim` the limit. Since $a\le b$, the integrand is nonnegative, which is what the integration theorem for the half-line requires.

```lean
/-- For `0 < a ≤ b`, the Pauli-Villars subtracted loop integral with denominators `(s + a) ^ 2` and
`(s + b) ^ 2` equals `log (b / a)`. -/
theorem loop_integral {a b : ℝ} (ha : 0 < a) (hab : a ≤ b) :
    ∫ s in Ioi (0 : ℝ), (s / (s + a) ^ 2 - s / (s + b) ^ 2) = Real.log (b / a) := by
  have hb : 0 < b := ha.trans_le hab
  have hd : ∀ c s : ℝ, 0 < s + c →
      HasDerivAt (fun s => Real.log (s + c) + c / (s + c)) (s / (s + c) ^ 2) s := by
    intro c s hc
    have hne := hc.ne'
    have h := (hasDerivAt_id' s).add_const c
    exact ((h.log hne).fun_add ((hasDerivAt_const s c).fun_div h hne)).congr_deriv
      (by field_simp; ring)
  have hinv : ∀ c d : ℝ, Tendsto (fun s : ℝ => c / (s + d)) atTop (𝓝 0) := fun c d =>
    tendsto_const_nhds.div_atTop (tendsto_atTop_add_const_right _ d tendsto_id)
  -- the antiderivative vanishes at infinity
  have hlim : Tendsto (fun s : ℝ => (Real.log (s + a) + a / (s + a))
      - (Real.log (s + b) + b / (s + b))) atTop (𝓝 0) := by
    have h1 : Tendsto (fun s : ℝ => Real.log (1 + (a - b) / (s + b))) atTop (𝓝 0) := by
      have h := ((hinv (a - b) b).const_add 1).log (by norm_num)
      simpa using h
    have h2 := (h1.add (hinv a a)).sub (hinv b b)
    simp only [add_zero, sub_zero] at h2
    refine h2.congr' ?_
    filter_upwards [eventually_gt_atTop 0] with s hs
    have hsa : s + a ≠ 0 := by positivity
    have hsb : s + b ≠ 0 := by positivity
    have e : 1 + (a - b) / (s + b) = (s + a) / (s + b) := by
      rw [eq_div_iff hsb, add_mul, div_mul_cancel₀ _ hsb]
      ring
    rw [e, Real.log_div hsa hsb]
    ring
  rw [integral_Ioi_of_hasDerivAt_of_nonneg'
    (fun s hs => (hd a s (add_pos_of_nonneg_of_pos hs ha)).fun_sub
      (hd b s (add_pos_of_nonneg_of_pos hs hb))) ?_ hlim]
  · rw [zero_add, zero_add, div_self ha.ne', div_self hb.ne', Real.log_div hb.ne' ha.ne']
    ring
  · intro s hs
    have hs' : 0 < s := hs
    exact sub_nonneg.2 (by gcongr)
```

Put $a=\Delta_0$ and $b=\Delta_\Lambda$. For $0<x<1$,

$$\frac{\Delta_\Lambda}{\Delta_0}=1+\frac{x\Lambda^2}{(1-x)^2m^2}=1+\frac{xL}{(1-x)^2},$$

and therefore $\delta m(\Lambda)=\frac{\alpha}{2\pi}\,m\,I(\Lambda^2/m^2)$. At $x=1$ the term $\Delta_0$ vanishes, but a single point does not affect the integral; the proof removes it by working almost everywhere.

```lean
/-- For `m > 0`, the mass shift is `α m / (2π)` times the dimensionless self-energy integral
at `L = Λ² / m²`. -/
theorem massShift_eq (α Λ : ℝ) {m : ℝ} (hm : 0 < m) :
    massShift α m Λ = α / (2 * Real.pi) * m * selfEnergyIntegral (Λ ^ 2 / m ^ 2) := by
  unfold massShift selfEnergyIntegral
  congr 1
  apply intervalIntegral.integral_congr_ae
  filter_upwards [compl_mem_ae_iff.2 (measure_singleton (1 : ℝ))] with x hx hxI
  rw [uIoc_of_le zero_le_one] at hxI
  have hx1 : 1 - x ≠ 0 := fun h => hx (by simp only [mem_singleton_iff]; linarith)
  have h0 : 0 < feynmanDelta m 0 x := by
    have : 0 < (1 - x) ^ 2 * m ^ 2 := by positivity
    simpa [feynmanDelta] using this
  have hle : feynmanDelta m 0 x ≤ feynmanDelta m Λ x := by
    have := mul_nonneg hxI.1.le (sq_nonneg Λ)
    unfold feynmanDelta
    linarith
  rw [loop_integral h0 hle]
  congr 2
  rw [div_eq_iff h0.ne']
  unfold feynmanDelta
  field_simp
  ring
```

## The logarithm and its constant

When $xL$ is large, the $1$ inside the logarithm of $I(L)$ is negligible, and the logarithm becomes $\ln L+\ln x-2\ln(1-x)$. Its integral needs the moments of $\ln x$ against a linear weight. With $a$ and $b$ now arbitrary real coefficients,

$$\int_0^1(a+bx)\ln x\,dx=\left[\left(ax+\frac{bx^2}{2}\right)\ln x-ax-\frac{bx^2}{4}\right]_0^1=-a-\frac b4 .$$

The lower limit contributes nothing because $x\ln x\to0$. The Lean antiderivative keeps `x * Real.log x` together as one factor, since that product is continuous at $0$.

```lean
/-- The logarithmic moments on the unit interval: a linear weight `a + b x` against `log x`
integrates to `-a - b/4`. -/
theorem log_moment (a b : ℝ) :
    ∫ x in (0 : ℝ)..1, (a + b * x) * Real.log x = -a - b / 4 := by
  have hc := Real.continuous_mul_log
  rw [intervalIntegral.integral_eq_sub_of_hasDerivAt_of_le zero_le_one
    (f := fun x => (a + b * x / 2) * (x * Real.log x) - (a * x + b * x ^ 2 / 4))
    (Continuous.continuousOn (by fun_prop)) ?_
    (intervalIntegral.intervalIntegrable_log'.continuousOn_mul (by fun_prop))]
  · norm_num
    ring
  · intro x hx
    have hx0 : x ≠ 0 := hx.1.ne'
    have h := hasDerivAt_id' x
    have h1 := ((h.const_mul b).div_const 2).const_add a
    have h2 := h.fun_mul (Real.hasDerivAt_log hx0)
    have h3 := (h.const_mul a).fun_add (((h.fun_pow 2).const_mul b).div_const 4)
    refine ((h1.fun_mul h2).fun_sub h3).congr_deriv ?_
    rw [mul_inv_cancel₀ hx0]
    norm_num
    ring
```

The three parts of the leading form are

$$\int_0^1(2-x)\,dx=\frac32,\qquad \int_0^1(2-x)\ln x\,dx=-\frac74,$$

$$\int_0^1(2-x)\ln(1-x)\,dx=\int_0^1(1+u)\ln u\,du=-\frac54,$$

where $u=1-x$. They are `w`, `A` and `B` in the proof, and together they give

$$\frac32\ln L-\frac74+2\cdot\frac54=\frac32\ln L+\frac34 .$$

```lean
/-- The large-cutoff form of the integrand is integrable, and its integral is
`(3/2) log L + 3/4`. -/
theorem leading_integral (L : ℝ) :
    IntervalIntegrable (fun x => (2 - x) * Real.log L + (2 - x) * Real.log x
      - 2 * ((2 - x) * Real.log (1 - x))) volume 0 1 ∧
    ∫ x in (0 : ℝ)..1, ((2 - x) * Real.log L + (2 - x) * Real.log x
      - 2 * ((2 - x) * Real.log (1 - x))) = 3 / 2 * Real.log L + 3 / 4 := by
  have iC : IntervalIntegrable (fun x : ℝ => (2 - x) * Real.log L) volume 0 1 :=
    Continuous.intervalIntegrable (by fun_prop) _ _
  have iA : IntervalIntegrable (fun x : ℝ => (2 - x) * Real.log x) volume 0 1 :=
    intervalIntegral.intervalIntegrable_log'.continuousOn_mul (by fun_prop)
  have l1 : IntervalIntegrable (fun x : ℝ => Real.log (1 - x)) volume 0 1 := by
    simpa using ((intervalIntegral.intervalIntegrable_log'
      (a := (0 : ℝ)) (b := 1)).comp_sub_left 1).symm
  have iB : IntervalIntegrable (fun x : ℝ => 2 * ((2 - x) * Real.log (1 - x))) volume 0 1 :=
    (l1.continuousOn_mul (by fun_prop)).const_mul 2
  have iCA : IntervalIntegrable
      (fun x : ℝ => (2 - x) * Real.log L + (2 - x) * Real.log x) volume 0 1 := iC.add iA
  have w : ∫ x in (0 : ℝ)..1, (2 - x) = 3 / 2 := by
    rw [intervalIntegral.integral_sub (continuous_const.intervalIntegrable _ _)
      (continuous_id'.intervalIntegrable _ _), intervalIntegral.integral_const, integral_id]
    norm_num
  have A : ∫ x in (0 : ℝ)..1, (2 - x) * Real.log x = -7 / 4 := by
    calc _ = ∫ x in (0 : ℝ)..1, (2 + (-1) * x) * Real.log x := by
          congr 1; ext x; ring
      _ = _ := by rw [log_moment]; norm_num
  -- reflect x to 1 - x
  have B : ∫ x in (0 : ℝ)..1, (2 - x) * Real.log (1 - x) = -5 / 4 := by
    have h := intervalIntegral.integral_comp_sub_left (a := 0) (b := 1)
      (fun u : ℝ => (1 + 1 * u) * Real.log u) 1
    rw [sub_self, sub_zero, log_moment] at h
    calc _ = ∫ x in (0 : ℝ)..1, (1 + 1 * (1 - x)) * Real.log (1 - x) := by
          congr 1; ext x; ring
      _ = _ := h.trans (by norm_num)
  refine ⟨iCA.sub iB, ?_⟩
  rw [intervalIntegral.integral_sub iCA iB, intervalIntegral.integral_add iC iA,
    intervalIntegral.integral_mul_const, intervalIntegral.integral_const_mul, w, A, B]
  ring
```

## Bounding what was neglected

The neglected part of the logarithm is $\ln\left(1+\frac{(1-x)^2}{xL}\right)$, which is nonnegative for $L>0$. Set $t=1/\sqrt{xL}$. Since $(1-x)^2\le1$ and $1+t^2\le(1+t)^2$,

$$\ln\left(1+\frac{(1-x)^2}{xL}\right)\le\ln(1+t^2)\le2\ln(1+t)\le2t .$$

With $2-x\le2$, the weighted remainder is at most $4/\sqrt{xL}$, so

$$0\le\int_0^1(2-x)\ln\left(1+\frac{(1-x)^2}{xL}\right)dx\le\frac{4}{\sqrt L}\int_0^1x^{-1/2}\,dx=\frac{8}{\sqrt L}.$$

The pointwise estimate is `key`. It also proves integrability, because $x^{-1/2}$ is integrable on the unit interval.

```lean
/-- For `L > 0`, the remainder beyond the large-cutoff form is integrable, and its integral
lies between `0` and `8 / √L`. -/
theorem remainder_bounds {L : ℝ} (hL : 0 < L) :
    IntervalIntegrable (fun x => (2 - x) * Real.log (1 + (1 - x) ^ 2 / (x * L))) volume 0 1 ∧
    0 ≤ ∫ x in (0 : ℝ)..1, (2 - x) * Real.log (1 + (1 - x) ^ 2 / (x * L)) ∧
    ∫ x in (0 : ℝ)..1, (2 - x) * Real.log (1 + (1 - x) ^ 2 / (x * L)) ≤ 8 / √L := by
  have key : ∀ x ∈ Icc (0 : ℝ) 1, 0 ≤ (2 - x) * Real.log (1 + (1 - x) ^ 2 / (x * L)) ∧
      (2 - x) * Real.log (1 + (1 - x) ^ 2 / (x * L)) ≤ 4 / √L * x ^ (-1 / 2 : ℝ) := by
    intro x hx
    have hx1 := hx.2
    rcases hx.1.eq_or_lt with h | h0
    · subst h
      have h : (0 : ℝ) ≤ 4 / √L * 0 ^ (-1 / 2 : ℝ) := by positivity
      exact ⟨by simp, le_of_eq_of_le (by simp) h⟩
    have hp : (x ^ (-1 / 2 : ℝ)) ^ 2 = x⁻¹ := by
      rw [← Real.rpow_natCast, ← Real.rpow_mul h0.le, ← Real.rpow_neg_one]
      norm_num
    have ht : 0 ≤ (1 - x) ^ 2 / (x * L) := by positivity
    have hs : 0 ≤ x ^ (-1 / 2 : ℝ) / √L := by positivity
    have hle : (1 - x) ^ 2 / (x * L) ≤ (x ^ (-1 / 2 : ℝ) / √L) ^ 2 := by
      have e : (x ^ (-1 / 2 : ℝ) / √L) ^ 2 = 1 / (x * L) := by
        rw [div_pow, Real.sq_sqrt hL.le, hp, one_div, mul_inv, div_eq_mul_inv]
      rw [e]
      exact div_le_div_of_nonneg_right
        (by nlinarith [mul_nonneg h0.le (sub_nonneg.2 hx1)]) (by positivity)
    -- with t = 1 / √(x L) ≥ 0: log (1 + t²) ≤ 2 log (1 + t) ≤ 2 t
    have hlog : Real.log (1 + (1 - x) ^ 2 / (x * L)) ≤ 2 * (x ^ (-1 / 2 : ℝ) / √L) := by
      have h1 := Real.log_le_log (by linarith)
        (show 1 + (1 - x) ^ 2 / (x * L) ≤ (1 + x ^ (-1 / 2 : ℝ) / √L) ^ 2 by nlinarith)
      rw [Real.log_pow] at h1
      have h2 := Real.log_le_sub_one_of_pos (show 0 < 1 + x ^ (-1 / 2 : ℝ) / √L by linarith)
      push_cast at h1
      linarith
    have hl0 := Real.log_nonneg (show 1 ≤ 1 + (1 - x) ^ 2 / (x * L) by linarith)
    refine ⟨mul_nonneg (by linarith) hl0, ?_⟩
    calc _ ≤ 2 * (2 * (x ^ (-1 / 2 : ℝ) / √L)) :=
          mul_le_mul (by linarith) hlog hl0 (by norm_num)
      _ = _ := by ring
  have ig : IntervalIntegrable (fun x : ℝ => 4 / √L * x ^ (-1 / 2 : ℝ)) volume 0 1 :=
    (intervalIntegral.intervalIntegrable_rpow' (by norm_num)).const_mul _
  have hmeas : Measurable (fun x : ℝ => (2 - x) * Real.log (1 + (1 - x) ^ 2 / (x * L))) :=
    (measurable_const.sub measurable_id).mul (Real.measurable_log.comp (by fun_prop))
  have ir : IntervalIntegrable
      (fun x => (2 - x) * Real.log (1 + (1 - x) ^ 2 / (x * L))) volume 0 1 := by
    refine ig.mono_fun' hmeas.aestronglyMeasurable
      ((ae_restrict_iff' measurableSet_uIoc).2 (Eventually.of_forall fun x hx => ?_))
    rw [uIoc_of_le zero_le_one] at hx
    have h := key x ⟨hx.1.le, hx.2⟩
    simpa only [Real.norm_eq_abs, abs_of_nonneg h.1] using h.2
  refine ⟨ir, intervalIntegral.integral_nonneg zero_le_one fun x hx => (key x hx).1, ?_⟩
  refine (intervalIntegral.integral_mono_on zero_le_one ir ig fun x hx => (key x hx).2).trans ?_
  have e : (-1 / 2 : ℝ) + 1 = 1 / 2 := by norm_num
  rw [intervalIntegral.integral_const_mul, integral_rpow (Or.inl (by norm_num)), e,
    Real.one_rpow, Real.zero_rpow (by norm_num)]
  apply le_of_eq
  ring
```

The split into leading form and remainder is an identity for $0<x<1$ and $L>0$:

$$1+\frac{xL}{(1-x)^2}=\frac{xL}{(1-x)^2}\left(1+\frac{(1-x)^2}{xL}\right).$$

Taking logarithms and integrating with weight $2-x$ gives, for every $L>0$,

$$0\le I(L)-\left(\frac32\ln L+\frac34\right)\le\frac{8}{\sqrt L}.$$

The theorem also states that the integrand of $I(L)$ is integrable. This matters because Lean assigns the value $0$ to the integral of a non-integrable function.

```lean
/-- For every `L > 0` the self-energy integrand is integrable, and the integral exceeds
`(3/2) log L + 3/4` by at least `0` and at most `8 / √L`. -/
theorem selfEnergyIntegral_bounds {L : ℝ} (hL : 0 < L) :
    IntervalIntegrable (fun x => (2 - x) * Real.log (1 + x * L / (1 - x) ^ 2)) volume 0 1 ∧
    0 ≤ selfEnergyIntegral L - (3 / 2 * Real.log L + 3 / 4) ∧
    selfEnergyIntegral L - (3 / 2 * Real.log L + 3 / 4) ≤ 8 / √L := by
  obtain ⟨ig, hg⟩ := leading_integral L
  obtain ⟨ir, hr0, hr1⟩ := remainder_bounds hL
  -- split off the large-cutoff logarithm, away from the endpoint x = 1
  have hae : ∀ᵐ x : ℝ, x ∈ uIoc (0 : ℝ) 1 →
      ((2 - x) * Real.log L + (2 - x) * Real.log x - 2 * ((2 - x) * Real.log (1 - x)))
        + (2 - x) * Real.log (1 + (1 - x) ^ 2 / (x * L))
      = (2 - x) * Real.log (1 + x * L / (1 - x) ^ 2) := by
    filter_upwards [compl_mem_ae_iff.2 (measure_singleton (1 : ℝ))] with x hx hxI
    rw [uIoc_of_le zero_le_one] at hxI
    have hx0 : 0 < x := hxI.1
    have hy : 1 - x ≠ 0 := fun h => hx (by simp only [mem_singleton_iff]; linarith)
    have hA : 0 < x * L := mul_pos hx0 hL
    have hB : 0 < (1 - x) ^ 2 := by positivity
    have hC : 0 < 1 + (1 - x) ^ 2 / (x * L) := by positivity
    have e : 1 + x * L / (1 - x) ^ 2
        = x * L / (1 - x) ^ 2 * (1 + (1 - x) ^ 2 / (x * L)) := by
      rw [mul_add, mul_one, div_mul_div_cancel₀ hB.ne', div_self hA.ne', add_comm]
    rw [e, Real.log_mul (div_pos hA hB).ne' hC.ne', Real.log_div hA.ne' hB.ne',
      Real.log_mul hx0.ne' hL.ne', Real.log_pow]
    push_cast
    ring
  have hsum := intervalIntegral.integral_congr_ae hae
  rw [intervalIntegral.integral_add ig ir, hg] at hsum
  refine ⟨intervalIntegrable_iff.2 (Integrable.congr (intervalIntegrable_iff.1 (ig.add ir))
    ((ae_restrict_iff' measurableSet_uIoc).2 hae)), ?_, ?_⟩
  · unfold selfEnergyIntegral
    linarith
  · unfold selfEnergyIntegral
    linarith
```

## The limit and the mass shift

Both bounds on $I(L)-\frac32\ln L$, namely $\frac34$ and $\frac34+8/\sqrt L$, tend to $\frac34$, and the quantity between them must do the same. In Lean, `Tendsto … atTop (𝓝 (3 / 4))` is the statement that the limit as $L\to\infty$ is $\frac34$.

```lean
/-- As `L` tends to infinity, the self-energy integral minus `(3/2) log L` tends to `3/4`. -/
theorem selfEnergyIntegral_tendsto :
    Tendsto (fun L => selfEnergyIntegral L - 3 / 2 * Real.log L) atTop (𝓝 (3 / 4)) := by
  have h : Tendsto (fun L : ℝ => 3 / 4 + 8 / √L) atTop (𝓝 (3 / 4)) := by
    simpa using (tendsto_const_nhds.div_atTop Real.tendsto_sqrt_atTop).const_add (3 / 4 : ℝ)
  refine tendsto_of_tendsto_of_tendsto_of_le_of_le' tendsto_const_nhds h ?_ ?_
  · filter_upwards [eventually_gt_atTop 0] with L hL
    linarith [(selfEnergyIntegral_bounds hL).2.1]
  · filter_upwards [eventually_gt_atTop 0] with L hL
    linarith [(selfEnergyIntegral_bounds hL).2.2]
```

For fixed $m>0$, $\Lambda\to\infty$ implies $L=\Lambda^2/m^2\to\infty$. Multiplying by the prefactor,

$$\frac{\alpha}{2\pi}\,m\left(\frac32\ln L+\frac34\right)=\frac{3\alpha}{4\pi}\,m\left[\ln\frac{\Lambda^2}{m^2}+\frac12\right].$$

The theorem says that the difference between the shift and this expression tends to zero as $\Lambda\to\infty$. For $\alpha\ne0$ this is stronger than a ratio tending to one, and it fixes the constant $\frac12$. The coupling $\alpha$ may be any real number, held fixed as $\Lambda$ grows.

In the usual Schrödinger equation for electrons in a molecule, which has no quantized radiation field, the electron mass is the measured one, and it already includes such self-energy shifts. The formula gives the large-cutoff behaviour of that contribution at one loop, for a free electron.

```lean
/-- For fixed `α` and `m > 0`, the difference between the Pauli-Villars mass shift and
`(3α/4π) m [log (Λ²/m²) + 1/2]` tends to zero as `Λ` tends to infinity. -/
theorem massShift_asymptotic (α : ℝ) {m : ℝ} (hm : 0 < m) :
    Tendsto (fun Λ => massShift α m Λ
      - 3 * α / (4 * Real.pi) * m * (Real.log (Λ ^ 2 / m ^ 2) + 1 / 2)) atTop (𝓝 0) := by
  have hL : Tendsto (fun Λ : ℝ => Λ ^ 2 / m ^ 2) atTop atTop :=
    (tendsto_pow_atTop two_ne_zero).atTop_div_const (by positivity)
  have h := ((selfEnergyIntegral_tendsto.comp hL).sub_const (3 / 4)).const_mul
    (α / (2 * Real.pi) * m)
  rw [sub_self, mul_zero] at h
  refine h.congr fun Λ => ?_
  rw [massShift_eq α Λ hm]
  simp only [Function.comp_apply]
  ring

end ElectronSelfEnergy
```

```lean
#print axioms ElectronSelfEnergy.massShift_asymptotic
```

```
'ElectronSelfEnergy.massShift_asymptotic' depends on axioms: [propext, Classical.choice, Quot.sound]
```
